# An explicit solution of the fluctuation equation about a double-well kink

In the quartic double well V(x) = w²(x² − a²)²/(8a²), the kink a tanh(wτ/2) joins the two minima in imaginary time τ. The theorem `fluctuation_equation` gives an explicit, unnormalised function g that solves g″ = (V″ + l) g, with V″ taken along the kink, for real a ≠ 0, w > 0 and l ≥ −w². Here g(τ) = eᵏʸ(k² − 1 − 3k tanh y + 3 tanh² y), with y = wτ/2 and k = √(4 + 4l/w²), and the statement gives both the first derivative of g and the derivative of that slope. The proof takes the corresponding equation in the dimensionless variable y from `mode_equation` and carries it over to τ by the chain rule, using the curvature along the kink and the relation between k and l.

In Lean, a first try:

```lean
import Mathlib

open Filter Topology

namespace FluctuationEquation

noncomputable section

/-- The quartic double well with minima at `a` and `-a` and frequency `w` there, for `a ≠ 0` and
`w > 0`. -/
def well (a w x : ℝ) : ℝ := w ^ 2 / (8 * a ^ 2) * (x ^ 2 - a ^ 2) ^ 2

/-- The kink centred at imaginary time zero. -/
def kink (a w τ : ℝ) : ℝ := a * Real.tanh (w * τ / 2)

/-- The factor `q` that multiplies the free exponential in a fluctuation mode. -/
def amplitude (k y : ℝ) : ℝ := k ^ 2 - 1 - 3 * k * Real.tanh y + 3 * Real.tanh y ^ 2

/-- The fluctuation mode `exp (k y) q(y)`. -/
def mode (k y : ℝ) : ℝ := Real.exp (k * y) * amplitude k y

/-- The explicit formula for the slope of the fluctuation mode. -/
def modeSlope (k y : ℝ) : ℝ :=
  Real.exp (k * y) * (k * amplitude k y + (6 * Real.tanh y - 3 * k) * (1 - Real.tanh y ^ 2))

/-- The dimensionless wave number at spectral shift `l`, for `w ≠ 0` and `-w ^ 2 ≤ l`. -/
def waveNumber (w l : ℝ) : ℝ := Real.sqrt (4 + 4 * l / w ^ 2)

/-- The slope of `tanh` is `1 - tanh ^ 2`. -/
theorem hasDerivAt_tanh (y : ℝ) : HasDerivAt Real.tanh (1 - Real.tanh y ^ 2) y := by
  have hc := (Real.cosh_pos y).ne'
  have h := (Real.hasDerivAt_sinh y).fun_div (Real.hasDerivAt_cosh y) hc
  have e : Real.tanh = fun x => Real.sinh x / Real.cosh x :=
    funext Real.tanh_eq_sinh_div_cosh
  rw [e]
  refine h.congr_deriv ?_
  show _ = 1 - (Real.sinh y / Real.cosh y) ^ 2
  rw [div_pow, eq_sub_iff_add_eq, ← add_div, div_eq_one_iff_eq (pow_ne_zero 2 hc)]
  ring

/-- The identity `1 - tanh ^ 2 = sech ^ 2`. -/
theorem one_sub_tanh_sq (y : ℝ) : 1 - Real.tanh y ^ 2 = 1 / Real.cosh y ^ 2 := by
  have hc := (Real.cosh_pos y).ne'
  rw [Real.tanh_eq_sinh_div_cosh]
  field_simp
  linarith [Real.cosh_sq y]

/-- For `a ≠ 0`, the curvature of the double well along the kink is
`w ^ 2 - (3 / 2) w ^ 2 sech ^ 2 (w τ / 2)`. -/
theorem curvature_along_kink {a : ℝ} (ha : a ≠ 0) (w τ : ℝ) :
    deriv (deriv (well a w)) (kink a w τ)
      = w ^ 2 - 3 / 2 * w ^ 2 / Real.cosh (w * τ / 2) ^ 2 := by
  have h1 : deriv (well a w) = fun x => w ^ 2 / (2 * a ^ 2) * (x ^ 3 - a ^ 2 * x) := by
    funext x
    have hx : HasDerivAt (fun x : ℝ => x ^ 2) (2 * x) x := by simpa using hasDerivAt_pow 2 x
    have hp : HasDerivAt (fun x : ℝ => (x ^ 2 - a ^ 2) ^ 2) (2 * (x ^ 2 - a ^ 2) * (2 * x)) x := by
      simpa using (hx.sub_const (a ^ 2)).fun_pow 2
    exact ((hp.const_mul (w ^ 2 / (8 * a ^ 2))).congr_deriv (by ring)).deriv
  have h3 : HasDerivAt (fun x : ℝ => x ^ 3) (3 * kink a w τ ^ 2) (kink a w τ) := by
    simpa using hasDerivAt_pow 3 (kink a w τ)
  have h2 := ((h3.fun_sub ((hasDerivAt_id' (kink a w τ)).const_mul (a ^ 2))).const_mul
    (w ^ 2 / (2 * a ^ 2))).deriv
  rw [h1, h2]
  have e : w ^ 2 / (2 * a ^ 2) * (3 * kink a w τ ^ 2 - a ^ 2 * 1)
      = w ^ 2 - 3 / 2 * w ^ 2 * (1 - Real.tanh (w * τ / 2) ^ 2) := by
    unfold kink
    field_simp
    ring
  rw [e, one_sub_tanh_sq]
  ring

/-- The mode `f` has slope `modeSlope` and solves `f'' = (k ^ 2 - 6 sech ^ 2 y) f`. -/
theorem mode_equation (k y : ℝ) :
    HasDerivAt (mode k) (modeSlope k y) y ∧
    HasDerivAt (modeSlope k) ((k ^ 2 - 6 / Real.cosh y ^ 2) * mode k y) y := by
  have ht := hasDerivAt_tanh y
  have h2 : HasDerivAt (fun x => Real.tanh x ^ 2)
      (2 * Real.tanh y * (1 - Real.tanh y ^ 2)) y := by simpa using ht.fun_pow 2
  have hE : HasDerivAt (fun x => Real.exp (k * x)) (Real.exp (k * y) * k) y :=
    ((hasDerivAt_id' y).const_mul k).exp.congr_deriv (by ring)
  have hA : HasDerivAt (amplitude k) ((6 * Real.tanh y - 3 * k) * (1 - Real.tanh y ^ 2)) y :=
    (((ht.const_mul (3 * k)).const_sub (k ^ 2 - 1)).fun_add (h2.const_mul 3)).congr_deriv
      (by ring)
  constructor
  · exact (hE.fun_mul hA).congr_deriv (by unfold modeSlope; ring)
  · have hc : 6 / Real.cosh y ^ 2 = 6 * (1 - Real.tanh y ^ 2) := by
      rw [one_sub_tanh_sq]
      ring
    rw [hc]
    exact (hE.fun_mul ((hA.const_mul k).fun_add
      (((ht.const_mul 6).sub_const (3 * k)).fun_mul (h2.const_sub 1)))).congr_deriv
      (by unfold mode amplitude; ring)

/-- For `w > 0` and `l ≥ -w ^ 2`, the mode in imaginary time solves `g'' = (V'' + l) g`, with
`V''` the curvature of the double well (`a ≠ 0`) along the kink. -/
theorem fluctuation_equation {a w l : ℝ} (ha : a ≠ 0) (hw : 0 < w) (hl : -w ^ 2 ≤ l) (τ : ℝ) :
    HasDerivAt (fun s => mode (waveNumber w l) (w * s / 2))
      (w / 2 * modeSlope (waveNumber w l) (w * τ / 2)) τ ∧
    HasDerivAt (fun s => w / 2 * modeSlope (waveNumber w l) (w * s / 2))
      ((deriv (deriv (well a w)) (kink a w τ) + l) * mode (waveNumber w l) (w * τ / 2)) τ := by
  have lin : HasDerivAt (fun s : ℝ => w * s / 2) (w / 2) τ :=
    (((hasDerivAt_id' τ).const_mul w).div_const 2).congr_deriv (by ring)
  have hw2 : w ^ 2 ≠ 0 := by positivity
  have hn : 0 ≤ 4 + 4 * l / w ^ 2 := by
    have e : 4 + 4 * l / w ^ 2 = 4 * (w ^ 2 + l) / w ^ 2 := by
      rw [mul_add, add_div, mul_div_cancel_right₀ _ hw2]
    rw [e]
    exact div_nonneg (by linarith) (by positivity)
  have hk : w ^ 2 * waveNumber w l ^ 2 = 4 * w ^ 2 + 4 * l := by
    rw [waveNumber, Real.sq_sqrt hn, mul_add, ← mul_div_assoc, mul_div_cancel_left₀ _ hw2]
    ring
  have h := mode_equation (waveNumber w l) (w * τ / 2)
  constructor
  · exact (h.1.comp τ lin).congr_deriv (by ring)
  · refine ((h.2.comp τ lin).const_mul (w / 2)).congr_deriv ?_
    rw [curvature_along_kink ha]
    linear_combination (mode (waveNumber w l) (w * τ / 2) / 4) * hk

end

end FluctuationEquation
```

Lean reports:

```
Try this:
  [apply] ring_nf
  
  The `ring` tactic failed to close the goal. Use `ring_nf` to obtain a normal form.
    
  Note that `ring` works primarily in *commutative* rings. If you have a noncommutative ring, abelian group or module, consider using `noncomm_ring`, `abel` or `module` instead.
Main.lean:114:40: error: unsolved goals
a w l : ℝ
ha : a ≠ 0
hw : 0 < w
hl : -w ^ 2 ≤ l
τ : ℝ
lin : HasDerivAt (fun s => w * s / 2) (w / 2) τ
hw2 : w ^ 2 ≠ 0
hn : 0 ≤ 4 + 4 * l / w ^ 2
hk : w ^ 2 * waveNumber w l ^ 2 = 4 * w ^ 2 + 4 * l
h :
  HasDerivAt (mode (waveNumber w l)) (modeSlope (waveNumber w l) (w * τ / 2)) (w * τ / 2) ∧
    HasDerivAt (modeSlope (waveNumber w l))
      ((waveNumber w l ^ 2 - 6 / Real.cosh (w * τ / 2) ^ 2) * mode (waveNumber w l) (w * τ / 2)) (w * τ / 2)
⊢ w * modeSlope (waveNumber w l) (w * τ * (1 / 2)) * (1 / 2) = ?m.456
```

This version goes through:

```diff
@@ -112,5 +112,7 @@
   have h := mode_equation (waveNumber w l) (w * τ / 2)
   constructor
-  · exact (h.1.comp τ lin).congr_deriv (by ring)
+  · have h1 := h.1.comp τ lin
+    rw [mul_comm (w / 2)]
+    exact h1
   · refine ((h.2.comp τ lin).const_mul (w / 2)).congr_deriv ?_
     rw [curvature_along_kink ha]
```

What went wrong. The error lies in the first half of the theorem, the formula for the slope of g. The chain rule, `h.1.comp τ lin`, gives the derivative as `modeSlope` times `w / 2`, while the goal has the factors in the other order. `congr_deriv` was to bridge this with a proof by `ring` that the two are equal.

When `ring` ran, however, the right-hand side of that equation was still the placeholder `?m.456`, not the derivative in the goal. `ring` could only normalise the left side, and an unsolved equation remained. The suggestion to try `ring_nf` is no cure, since the right side would still be unknown. The messages do not show why Lean had not yet filled the placeholder.

The repair does without `congr_deriv` here. It stores the chain-rule result as `h1`, and `rw [mul_comm (w / 2)]` swaps the factors in the goal, where both are known. The derivatives then agree, and `exact h1` closes the goal, because the composition in `h1` is by definition the function in the goal.
